# Total spin from spin swaps: a product state with both up and down spins is not an eigenvector of S²

To decide whether a determinant with $n$ singly occupied orbitals has a definite total spin, we keep only the spins of those orbitals and build $S^2$ from Pauli operators, so that its formula in terms of spin swaps is derived and not assumed. The step left to the reader is the identification of determinants with spin configurations. It requires orthonormal spatial orbitals shared by both spins and a fixed orbital order; doubly occupied orbitals then contribute no spin.

```lean
import Mathlib

open Matrix

namespace SpinContamination

noncomputable section
```

## Spins and their operators

A configuration $s$ assigns up or down to each site; the letter $s$ is not a spin quantum number here.

```lean
/-- A spin configuration of `n` sites; `true` is spin up and `false` is spin down. -/
abbrev Config (n : ℕ) := Fin n → Bool
```

A state $\psi$ assigns a complex amplitude $\psi(s)$ to each configuration, so the space has dimension $2^n$.

```lean
/-- A spin state, given by its complex amplitudes on the configurations. -/
abbrev State (n : ℕ) := Config n → ℂ
```

Let $\epsilon_i=\pm1$ be the sign of the spin at site $i$, and let $F_i s$ be $s$ with that spin reversed.

```lean
variable {n : ℕ}

/-- The sign `+1` for spin up and `-1` for spin down. -/
def spinSign (b : Bool) : ℂ := if b = true then 1 else -1

/-- The configuration with the spin at site `i` reversed. -/
def flipSpin (i : Fin n) (s : Config n) : Config n := Function.update s i (!s i)
```

In amplitudes, the Pauli operators are
$$(\sigma^x_i\psi)(s)=\psi(F_is),\quad(\sigma^y_i\psi)(s)=-i\,\epsilon_i\,\psi(F_is),\quad(\sigma^z_i\psi)(s)=\epsilon_i\,\psi(s),$$
where the prefactor $i$ is the imaginary unit. The type `Module.End ℂ (State n)` is that of linear operators on states.

```lean
/-- The Pauli operator `σx` at site `i`. -/
def sigmaX (i : Fin n) : Module.End ℂ (State n) where
  toFun ψ := fun s => ψ (flipSpin i s)
  map_add' _ _ := rfl
  map_smul' _ _ := rfl

/-- The Pauli operator `σy` at site `i`. -/
def sigmaY (i : Fin n) : Module.End ℂ (State n) where
  toFun ψ := fun s => -Complex.I * spinSign (s i) * ψ (flipSpin i s)
  map_add' _ _ := by funext s; simp only [Pi.add_apply]; ring
  map_smul' _ _ := by
    funext s; simp only [Pi.smul_apply, smul_eq_mul, RingHom.id_apply]; ring

/-- The Pauli operator `σz` at site `i`. -/
def sigmaZ (i : Fin n) : Module.End ℂ (State n) where
  toFun ψ := fun s => spinSign (s i) * ψ s
  map_add' _ _ := by funext s; simp only [Pi.add_apply]; ring
  map_smul' _ _ := by
    funext s; simp only [Pi.smul_apply, smul_eq_mul, RingHom.id_apply]; ring
```

With $\hbar=1$, each total-spin component is $S_a=\tfrac12\sum_i\sigma^a_i$, and $S^2=S_x^2+S_y^2+S_z^2$. Products of operators are compositions.

```lean
/-- A component of the total spin: half the sum of the Pauli operators over the sites. -/
def totalSpin (σ : Fin n → Module.End ℂ (State n)) : Module.End ℂ (State n) :=
  (1 / 2 : ℂ) • ∑ i, σ i

/-- The total spin operator `S² = Sx² + Sy² + Sz²`, with `ħ = 1`. -/
def spinSq (n : ℕ) : Module.End ℂ (State n) :=
  totalSpin sigmaX ^ 2 + totalSpin sigmaY ^ 2 + totalSpin sigmaZ ^ 2
```

Expanding the squares will produce the products $\sigma_i\cdot\sigma_j$.

```lean
/-- The scalar product `σ_i · σ_j` of the Pauli vectors at two sites. -/
def pauliDot (i j : Fin n) : Module.End ℂ (State n) :=
  sigmaX i * sigmaX j + sigmaY i * sigmaY j + sigmaZ i * sigmaZ j
```

The operator $P_{ij}$ swaps the spins of two orbitals and leaves the orbitals in place. In Lean the swapped configuration is `s ∘ Equiv.swap i j`.

```lean
/-- The operator `P_ij` that swaps the spins at sites `i` and `j`. -/
def exchange (i j : Fin n) : Module.End ℂ (State n) where
  toFun ψ := fun s => ψ (s ∘ Equiv.swap i j)
  map_add' _ _ := rfl
  map_smul' _ _ := rfl
```

The product state of $s$ has amplitude 1 on $s$ and 0 elsewhere. It is normalized, so its expectation value is $\langle\psi|A|\psi\rangle$ without a denominator.

```lean
/-- The basis product state with spin configuration `s`. -/
def productState (s : Config n) : State n := fun t => if t = s then 1 else 0

/-- The expectation value `⟨ψ|A|ψ⟩` of an operator in a normalized state. -/
def expectation (A : Module.End ℂ (State n)) (ψ : State n) : ℂ := star ψ ⬝ᵥ A ψ
```

Write $p$ and $q$ for the numbers of up and down spins, `numUp` and `numDown`.

```lean
/-- The number of up spins. -/
def numUp (s : Config n) : ℕ := (Finset.univ.filter fun i => s i = true).card

/-- The number of down spins. -/
def numDown (s : Config n) : ℕ := (Finset.univ.filter fun i => s i = false).card
```

## Dirac's exchange identity

A swap changes nothing precisely when the two spins are equal.

```lean
/-- Swapping two sites leaves a configuration unchanged exactly when their spins are equal. -/
theorem swap_eq_self (s : Config n) (i j : Fin n) :
    s ∘ Equiv.swap i j = s ↔ s i = s j := by
  constructor
  · intro h
    have h1 := congrFun h i
    simpa using h1.symm
  · intro h
    funext k
    by_cases hi : k = i
    · subst hi; simp [h]
    by_cases hj : k = j
    · subst hj; simp [h]
    simp [Equiv.swap_apply_of_ne_of_ne hi hj]
```

For $i\ne j$, put $g=\epsilon_i\epsilon_j$. The $x$ and $y$ terms both reverse two spins, and $(-i)^2=-1$, so
$$(\sigma_i\cdot\sigma_j\psi)(s)=(1-g)\,\psi(F_jF_is)+g\,\psi(s).$$
Parallel spins have $g=1$, which gives $\psi(s)$. Opposite spins have $g=-1$, and reversing both is the same as swapping them, which gives $2\psi(F_jF_is)-\psi(s)$. Both cases are $2P_{ij}-1$. The proof makes the same case split, and `linear_combination` supplies the algebra.

```lean
/-- Dirac's exchange identity: `σ_i · σ_j = 2 P_ij - 1` for two different sites. -/
theorem dirac_exchange {i j : Fin n} (hij : i ≠ j) :
    pauliDot i j = (2 : ℂ) • exchange i j - 1 := by
  refine LinearMap.ext fun ψ => funext fun s => ?_
  change ψ (flipSpin j (flipSpin i s)) + -Complex.I * spinSign (s i) *
    (-Complex.I * spinSign (flipSpin i s j) * ψ (flipSpin j (flipSpin i s))) +
    spinSign (s i) * (spinSign (s j) * ψ s) = 2 * ψ (s ∘ Equiv.swap i j) - ψ s
  have hf : flipSpin i s j = s j := by simp [flipSpin, hij.symm]
  rw [hf]
  by_cases h : s i = s j
  · -- parallel spins: the swap does nothing
    have hg : spinSign (s i) * spinSign (s j) = 1 := by
      rw [h]; cases s j <;> simp [spinSign]
    rw [(swap_eq_self s i j).2 h]
    linear_combination (spinSign (s i) * spinSign (s j) * ψ (flipSpin j (flipSpin i s))) *
      Complex.I_mul_I + (ψ s - ψ (flipSpin j (flipSpin i s))) * hg
  · -- opposite spins: the swap reverses both
    have hg : spinSign (s i) * spinSign (s j) = -1 := by
      revert h; cases s i <;> cases s j <;> simp [spinSign]
    have e1 : s j = !s i := by revert h; cases s i <;> cases s j <;> simp
    have e2 : s i = !s j := by revert h; cases s i <;> cases s j <;> simp
    have hs : s ∘ Equiv.swap i j = flipSpin j (flipSpin i s) := by
      funext k
      by_cases hi : k = i
      · subst hi; simp [flipSpin, Function.update_apply, hij, e1]
      by_cases hj : k = j
      · subst hj; simp [flipSpin, hi, e2]
      simp [Equiv.swap_apply_of_ne_of_ne hi hj, flipSpin, Function.update_apply, hi, hj]
    rw [hs]
    linear_combination (spinSign (s i) * spinSign (s j) * ψ (flipSpin j (flipSpin i s))) *
      Complex.I_mul_I + (ψ s - ψ (flipSpin j (flipSpin i s))) * hg
```

At a single site the second reversal undoes the first, and the sign changes in between. Each of the three terms therefore gives $\psi(s)$.

```lean
/-- At a single site, `σ_i · σ_i = 3`. -/
theorem pauliDot_self (i : Fin n) : pauliDot i i = (3 : ℂ) • 1 := by
  refine LinearMap.ext fun ψ => funext fun s => ?_
  change ψ (flipSpin i (flipSpin i s)) + -Complex.I * spinSign (s i) *
    (-Complex.I * spinSign (flipSpin i s i) * ψ (flipSpin i (flipSpin i s))) +
    spinSign (s i) * (spinSign (s i) * ψ s) = 3 * ψ s
  have h1 : flipSpin i (flipSpin i s) = s := by
    funext k
    by_cases h : k = i
    · subst h; simp [flipSpin]
    · simp [flipSpin, h]
  have h2 : spinSign (flipSpin i s i) = -spinSign (s i) := by
    simp only [flipSpin, Function.update_self]
    cases s i <;> simp [spinSign]
  have hg : spinSign (s i) * spinSign (s i) = 1 := by cases s i <;> simp [spinSign]
  rw [h1, h2]
  linear_combination (-(spinSign (s i) * spinSign (s i) * ψ s)) * Complex.I_mul_I +
    2 * ψ s * hg
```

## The swap formula

Since $S^2=\tfrac14\sum_{i,j}\sigma_i\cdot\sigma_j$ and $P_{ii}=1$, each ordered pair contributes $2P_{ij}-1$, with an extra 2 on the diagonal:
$$S^2=\tfrac12\sum_{i,j}P_{ij}+\frac{2n-n^2}{4}.$$
In the proof, `hS` is the expansion and `key` is the contribution of one pair.

```lean
/-- The amplitudes of `S² ψ`, as a sum over all ordered pairs of sites. -/
theorem spinSq_apply (ψ : State n) (t : Config n) :
    spinSq n ψ t = 1 / 2 * ∑ i, ∑ j, ψ (t ∘ Equiv.swap i j) +
      (2 * n - (n : ℂ) ^ 2) / 4 * ψ t := by
  have hS : spinSq n = (1 / 2 * (1 / 2) : ℂ) • ∑ i, ∑ j, pauliDot i j := by
    simp only [spinSq, totalSpin, pauliDot, pow_two, smul_mul_assoc, mul_smul_comm,
      smul_smul, Finset.sum_mul_sum, Finset.sum_add_distrib, smul_add]
  have key : ∀ i j, pauliDot i j ψ t =
      2 * ψ (t ∘ Equiv.swap i j) - ψ t + (if i = j then 2 * ψ t else 0) := by
    intro i j
    by_cases h : i = j
    · subst h
      rw [pauliDot_self, (swap_eq_self t i i).2 rfl, if_pos rfl]
      change 3 * ψ t = _
      ring
    · rw [dirac_exchange h, if_neg h]
      change 2 * ψ (t ∘ Equiv.swap i j) - ψ t = _
      ring
  rw [hS]
  simp only [LinearMap.smul_apply, LinearMap.sum_apply, Pi.smul_apply, Finset.sum_apply, key]
  simp only [Finset.sum_add_distrib, Finset.sum_sub_distrib, ← Finset.mul_sum,
    Finset.sum_ite_eq, Finset.mem_univ, if_true, Finset.sum_const, Finset.card_univ,
    Fintype.card_fin, nsmul_eq_mul, smul_eq_mul]
  ring
```

The ordered sum consists of $n$ diagonal terms and two equal halves, so
$$S^2=\frac n2+\frac{2n-n^2}{4}+\sum_{i<j}P_{ij}=\frac{n(4-n)}4+\sum_{i<j}P_{ij}.$$
The two halves are matched by `Finset.sum_comm`, which interchanges the summations.

```lean
/-- The total spin in terms of spin swaps: `S² = n(4-n)/4 + ∑_{i<j} P_ij`. -/
theorem spinSq_eq_swaps :
    spinSq n = ((n : ℂ) * (4 - n) / 4) • 1 + ∑ i, ∑ j with i < j, exchange i j := by
  refine LinearMap.ext fun ψ => funext fun t => ?_
  -- split the ordered pairs into i = j, i < j and j < i
  have split : ∀ i j, ψ (t ∘ Equiv.swap i j) = (if i = j then ψ t else 0) +
      ((if i < j then ψ (t ∘ Equiv.swap i j) else 0) +
        (if j < i then ψ (t ∘ Equiv.swap j i) else 0)) := by
    intro i j
    rcases lt_trichotomy i j with h | h | h
    · rw [if_neg h.ne, if_pos h, if_neg (lt_asymm h)]; ring
    · subst h
      rw [(swap_eq_self t i i).2 rfl, if_pos rfl, if_neg (lt_irrefl i)]; ring
    · rw [if_neg h.ne', if_neg (lt_asymm h), if_pos h, Equiv.swap_comm i j]; ring
  have hc : ∑ i, ∑ j, (if j < i then ψ (t ∘ Equiv.swap j i) else 0) =
      ∑ i, ∑ j, (if i < j then ψ (t ∘ Equiv.swap i j) else 0) := Finset.sum_comm
  have he : ∀ i j, exchange i j ψ t = ψ (t ∘ Equiv.swap i j) := fun _ _ => rfl
  rw [spinSq_apply, Finset.sum_congr rfl fun i _ => Finset.sum_congr rfl fun j _ => split i j]
  simp only [Finset.sum_add_distrib, Finset.sum_ite_eq, Finset.mem_univ, if_true,
    Finset.sum_const, Finset.card_univ, Fintype.card_fin, nsmul_eq_mul]
  rw [hc]
  simp only [LinearMap.add_apply, LinearMap.smul_apply, Module.End.one_apply,
    LinearMap.sum_apply, Pi.add_apply, Pi.smul_apply, Finset.sum_apply, smul_eq_mul, he]
  simp only [Finset.sum_filter]
  ring
```

## The expectation value

In a product state only swaps of equal spins return to $s$, and there are $p^2+q^2$ such ordered pairs, diagonal ones included. With $n=p+q$,
$$\langle S^2\rangle=\frac{p^2+q^2}2+\frac{2n-n^2}4=\frac{(p-q)^2}4+\frac n2.$$
The count is `hs` in the proof. For one up and one down spin the value is 1, midway between singlet (0) and triplet (2).

```lean
/-- A product state with `p` up and `q` down spins has `⟨S²⟩ = (p-q)²/4 + n/2`. -/
theorem expectation_productState (s : Config n) :
    expectation (spinSq n) (productState s) =
      ((numUp s : ℂ) - numDown s) ^ 2 / 4 + n / 2 := by
  have hself : productState s s = 1 := if_pos rfl
  have hE : expectation (spinSq n) (productState s) = spinSq n (productState s) s := by
    unfold expectation dotProduct
    rw [Finset.sum_eq_single s]
    · rw [Pi.star_apply, hself, star_one, one_mul]
    · intro t _ h
      rw [Pi.star_apply, show productState s t = 0 from if_neg h, star_zero, zero_mul]
    · intro h; exact absurd (Finset.mem_univ s) h
  have hp : ∑ i, (if s i = true then (1 : ℂ) else 0) = numUp s := by
    simp only [numUp, Finset.sum_boole]
  have hq : ∑ i, (if s i = false then (1 : ℂ) else 0) = numDown s := by
    simp only [numDown, Finset.sum_boole]
  have hn : (n : ℂ) = numUp s + numDown s := by
    have h1 : ∀ i, (if s i = true then (1 : ℂ) else 0) + (if s i = false then 1 else 0) = 1 := by
      intro i; cases s i <;> simp
    rw [← hp, ← hq, ← Finset.sum_add_distrib, Finset.sum_congr rfl fun i _ => h1 i]
    simp
  -- only swaps of equal spins contribute
  have hs : ∑ i, ∑ j, productState s (s ∘ Equiv.swap i j) =
      (numUp s : ℂ) * numUp s + (numDown s : ℂ) * numDown s := by
    rw [← hp, ← hq, Finset.sum_mul_sum, Finset.sum_mul_sum, ← Finset.sum_add_distrib]
    refine Finset.sum_congr rfl fun i _ => ?_
    rw [← Finset.sum_add_distrib]
    refine Finset.sum_congr rfl fun j _ => ?_
    have h2 : productState s (s ∘ Equiv.swap i j) = if s i = s j then 1 else 0 := by
      by_cases h : s i = s j
      · rw [if_pos h]; exact if_pos ((swap_eq_self s i j).2 h)
      · rw [if_neg h]; exact if_neg fun e => h ((swap_eq_self s i j).1 e)
    rw [h2]
    cases s i <;> cases s j <;> simp
  rw [hE, spinSq_apply, hs, hself, hn]
  ring
```

## Missing spin complements

Let $t$ be $s$ with the opposite spins at sites $i$ and $j$ exchanged; we call $t$ a spin complement of $s$. The product state of $s$ vanishes at $t$, so the amplitude of $S^2\psi$ there is half the number of ordered pairs whose swap leads from $t$ back to $s$. The pair $(i,j)$ is one of them, so the amplitude is nonzero.

```lean
/-- Acting on a product state, `S²` gives a nonzero amplitude to each configuration
obtained by exchanging two opposite spins. -/
theorem spin_complement_ne_zero (s : Config n) {i j : Fin n} (hij : s i ≠ s j) :
    spinSq n (productState s) (s ∘ Equiv.swap i j) ≠ 0 := by
  intro h0
  have hz : productState s (s ∘ Equiv.swap i j) = 0 :=
    if_neg fun e => hij ((swap_eq_self s i j).1 e)
  rw [spinSq_apply, hz] at h0
  have h1 : ∑ a, ∑ b, productState s ((s ∘ Equiv.swap i j) ∘ Equiv.swap a b) = 0 := by
    linear_combination 2 * h0
  -- the amplitude counts swaps leading back to s, so it is a natural number
  have h2 : ((∑ a, ∑ b, (if (s ∘ Equiv.swap i j) ∘ Equiv.swap a b = s then 1 else 0) : ℕ) : ℂ)
      = 0 := by
    push_cast
    exact h1
  have h3 := Finset.sum_eq_zero_iff.mp (Nat.cast_eq_zero.mp h2) i (Finset.mem_univ i)
  have h4 := Finset.sum_eq_zero_iff.mp h3 j (Finset.mem_univ j)
  have hb : (s ∘ Equiv.swap i j) ∘ Equiv.swap i j = s := by funext k; simp
  rw [if_pos hb] at h4
  exact one_ne_zero h4
```

Now restrict the states to a set $C$ of configurations. If $C$ contains $s$ but not $t$, then $S^2$ carries the product state of $s$ out of the space. Conversely, if $C$ is closed under exchanges and $t\notin C$, no swap of $t$ lies in $C$, and every term of $(S^2\psi)(t)$ vanishes. An unstable space may still contain some eigenvectors of $S^2$.

```lean
/-- The states supported on a set `C` of configurations are stable under `S²` exactly when
`C` contains every spin exchange of each of its members. -/
theorem stable_iff_spin_complete (C : Set (Config n)) :
    (∀ ψ : State n, (∀ t, t ∉ C → ψ t = 0) → ∀ t, t ∉ C → spinSq n ψ t = 0) ↔
      ∀ s ∈ C, ∀ i j : Fin n, s ∘ Equiv.swap i j ∈ C := by
  constructor
  · intro h s hs i j
    by_contra hC
    have hne : s i ≠ s j := fun e => hC (by rw [(swap_eq_self s i j).2 e]; exact hs)
    exact spin_complement_ne_zero s hne
      (h (productState s) (fun t ht => if_neg fun e => ht (by rw [e]; exact hs)) _ hC)
  · intro h ψ hψ t ht
    have hz : ∀ i j, ψ (t ∘ Equiv.swap i j) = 0 := by
      intro i j
      refine hψ _ fun hm => ht ?_
      have hb : (t ∘ Equiv.swap i j) ∘ Equiv.swap i j = t := by funext k; simp
      have h1 := h _ hm i j
      rwa [hb] at h1
    rw [spinSq_apply, hψ t ht]
    simp [hz]
```

Spin complements can be missing in a spin-flip calculation restricted to single excitations. Take a high-spin reference with orbital $d$ doubly occupied and orbitals 1 and 2 each holding an up spin. Moving the up electron of $d$ into an empty orbital $v$ with a flip leaves four open shells, $d{\downarrow}\,1{\uparrow}\,2{\uparrow}\,v{\downarrow}$, with $\langle S^2\rangle=2$. Exchanging the spins of $d$ and 1 gives a determinant that is a double excitation from the reference, and so is absent.

## When a product state is an eigenvector

If every swap leaves $\psi$ unchanged, all $n^2$ terms of the ordered sum equal $\psi$, and the eigenvalue is
$$\frac{n^2}2+\frac{2n-n^2}4=\frac n2\left(\frac n2+1\right).$$

```lean
/-- A state unchanged by all spin swaps satisfies `S² ψ = (n/2)(n/2 + 1) ψ`. -/
theorem spinSq_of_symmetric (ψ : State n)
    (h : ∀ (i j : Fin n) (t : Config n), ψ (t ∘ Equiv.swap i j) = ψ t) :
    spinSq n ψ = ((n : ℂ) / 2 * (n / 2 + 1)) • ψ := by
  funext t
  rw [spinSq_apply]
  simp only [h, Finset.sum_const, Finset.card_univ, Fintype.card_fin, nsmul_eq_mul,
    Pi.smul_apply, smul_eq_mul]
  ring
```

An aligned product state has this symmetry. If $p,q>0$, choose one up and one down spin: $S^2\psi$ is nonzero on the exchanged configuration, where every multiple $c\psi$ vanishes. So a product state is an eigenvector exactly when $p=0$ or $q=0$.

```lean
/-- A product state is an eigenvector of `S²` exactly when it has no up spins or no down
spins. -/
theorem productState_eigenvector_iff (s : Config n) :
    (∃ c : ℂ, spinSq n (productState s) = c • productState s) ↔
      numUp s = 0 ∨ numDown s = 0 := by
  constructor
  · rintro ⟨c, hc⟩
    by_contra hne
    rw [not_or] at hne
    obtain ⟨i, hi⟩ := Finset.card_ne_zero.mp hne.1
    obtain ⟨j, hj⟩ := Finset.card_ne_zero.mp hne.2
    have hij : s i ≠ s j := by
      rw [(Finset.mem_filter.mp hi).2, (Finset.mem_filter.mp hj).2]; simp
    apply spin_complement_ne_zero s hij
    have hz : productState s (s ∘ Equiv.swap i j) = 0 :=
      if_neg fun e => hij ((swap_eq_self s i j).1 e)
    rw [hc, Pi.smul_apply, hz, smul_zero]
  · intro h
    have hall : ∀ i j, s i = s j := by
      rcases h with h | h
      · have h0 : ∀ i, s i = false := by
          simpa [numUp, Finset.filter_eq_empty_iff] using h
        intro i j; rw [h0 i, h0 j]
      · have h0 : ∀ i, s i = true := by
          simpa [numDown, Finset.filter_eq_empty_iff] using h
        intro i j; rw [h0 i, h0 j]
    -- aligned spins: the product state is symmetric under every swap
    refine ⟨_, spinSq_of_symmetric _ fun i j t => ?_⟩
    have hs := (swap_eq_self s i j).2 (hall i j)
    by_cases ht : t = s
    · rw [ht, hs]
    · have hb : (t ∘ Equiv.swap i j) ∘ Equiv.swap i j = t := by funext k; simp
      have hne : t ∘ Equiv.swap i j ≠ s := fun e => ht (by rw [e, hs] at hb; exact hb.symm)
      rw [show productState s t = 0 from if_neg ht]
      exact if_neg hne

end

end SpinContamination
```

```lean
#print axioms SpinContamination.spinSq_eq_swaps
-- 'SpinContamination.spinSq_eq_swaps' depends on axioms: [propext, Classical.choice, Quot.sound]
#print axioms SpinContamination.expectation_productState
-- 'SpinContamination.expectation_productState' depends on axioms: [propext, Classical.choice, Quot.sound]
#print axioms SpinContamination.stable_iff_spin_complete
-- 'SpinContamination.stable_iff_spin_complete' depends on axioms: [propext, Classical.choice, Quot.sound]
#print axioms SpinContamination.productState_eigenvector_iff
-- 'SpinContamination.productState_eigenvector_iff' depends on axioms: [propext, Classical.choice, Quot.sound]
```
